# A unit eigenvector of the partner Hamiltonian A†A for A = (3, 4i)

The theorem `susy_partner_witness` gives a concrete eigenstate of the supersymmetric partner Hamiltonian `hMinus A`, which is A†A. For the one by two matrix A = (3, 4i) and the state v = (3/5, -4i/5), it states that the overlap `braket sampleV sampleV` equals 1 and that A†A applied to v equals 25 times v. The attempt splits the conjunction and, in each part, unfolds the definitions and finite sums with `simp`, passes to real and imaginary parts by `Complex.ext_iff`, and leaves the arithmetic to `norm_num`.

An attempt in Lean 4 with a fault in it:

```lean
import Mathlib

open Matrix
open scoped ComplexOrder

namespace SusyPartners

noncomputable section

variable {m n : Type*} [Fintype m] [Fintype n]

/-- The overlap `⟨u|v⟩` of two states, conjugate-linear in `u`. -/
def braket (u v : n → ℂ) : ℂ := star u ⬝ᵥ v

/-- The partner Hamiltonian `H₋ = A† A`. -/
def hMinus (A : Matrix m n ℂ) : Matrix n n ℂ := Aᴴ * A

/-- The one by two matrix `A = (3, 4i)`. -/
def sampleA : Matrix (Fin 1) (Fin 2) ℂ := !![3, 4 * Complex.I]

/-- The state `v = (3/5, -4i/5)`. -/
def sampleV : Fin 2 → ℂ := ![3 / 5, -(4 / 5 * Complex.I)]

/-- For `A = (3, 4i)` the state `(3/5, -4i/5)` is a unit eigenvector of `A† A` with
eigenvalue `25`. -/
theorem susy_partner_witness :
    braket sampleV sampleV = 1 ∧
      hMinus sampleA *ᵥ sampleV = ((25 : ℝ) : ℂ) • sampleV := by
  constructor
  · simp [braket, sampleV, dotProduct, Fin.sum_univ_succ, Complex.ext_iff] <;> norm_num
  · ext i
    fin_cases i <;>
      simp [hMinus, sampleA, sampleV, Matrix.mulVec, dotProduct, Matrix.mul_apply,
        Fin.sum_univ_succ, Complex.ext_iff] <;> norm_num

end

end SusyPartners
```

The error:

```
Main.lean:30:2: error: unsolved goals
case left
⊢ ((starRingEnd ℂ) 3 / (starRingEnd ℂ) 5).re * (3 / 5) + ((starRingEnd ℂ) 4 / (starRingEnd ℂ) 5).re * (4 / 5) = 1 ∧
    ((starRingEnd ℂ) 3 / (starRingEnd ℂ) 5).im * (3 / 5) + ((starRingEnd ℂ) 4 / (starRingEnd ℂ) 5).im * (4 / 5) = 0
```

The single message concerns `case left`, the normalisation: the tactics ran but left a goal open. `braket` conjugates its first argument, and after `simp` and `norm_num` the conjugation `starRingEnd ℂ` still stands applied to the numerals 3, 4 and 5. The goal therefore contains the real and imaginary parts of quotients such as `(starRingEnd ℂ) 3 / (starRingEnd ℂ) 5`, which were not reduced to numbers, so neither equation could be closed by arithmetic.

The repair adds `h3`, `h4` and `h5`, each saying that conjugation fixes one of these numerals; each is proved by comparing real and imaginary parts with `Complex.ext` and `simp`. Passed to the main `simp` call, they rewrite the conjugated numerals to plain ones, so the quotients become 3/5 and 4/5, and `norm_num` finishes what remains. Putting `norm_num` on its own line instead of after `<;>` is tidying. The eigenvalue part drew no message and is unchanged.

Lean accepts the file once it reads:

```diff
@@ -28,5 +28,9 @@
       hMinus sampleA *ᵥ sampleV = ((25 : ℝ) : ℂ) • sampleV := by
   constructor
-  · simp [braket, sampleV, dotProduct, Fin.sum_univ_succ, Complex.ext_iff] <;> norm_num
+  · have h3 : (starRingEnd ℂ) 3 = 3 := by apply Complex.ext <;> simp
+    have h4 : (starRingEnd ℂ) 4 = 4 := by apply Complex.ext <;> simp
+    have h5 : (starRingEnd ℂ) 5 = 5 := by apply Complex.ext <;> simp
+    simp [braket, sampleV, dotProduct, Fin.sum_univ_succ, Complex.ext_iff, h3, h4, h5]
+    norm_num
   · ext i
     fin_cases i <;>
```
